# The signed overlap of two pair states in four fermionic modes

Without the sign of an overlap, one cannot tell whether two superposed paired states reinforce or cancel each other. A determinant formula that gives only the square of the overlap leaves this open. For four modes the overlap itself has a short closed form.

Number the modes 0 to 3, with annihilators $a_i$, creators $a_i^\dagger$ and normalised empty state $\Omega$. For complex amplitudes $z_{ij}$ let

$$Z=\sum_{i<j}z_{ij}\,a_i^\dagger a_j^\dagger,\qquad \psi_z=(1+Z+\tfrac12Z^2)\,\Omega .$$

With $\mathrm{Pf}\,z=z_{01}z_{23}-z_{02}z_{13}+z_{03}z_{12}$, the overlap is

$$\langle\psi_z,\psi_w\rangle=1+\sum_{i<j}\bar z_{ij}w_{ij}+\overline{\mathrm{Pf}\,z}\;\mathrm{Pf}\,w .$$

Such overlaps enter calculations that mix or project BCS-type states; here the space is limited to four modes. That four spin-orbitals and a single pair state describe a given nucleus or molecule is a physical approximation which the hypotheses do not address.

## Creators as adjoints on a Hilbert space

`H` is any complex Hilbert space, and its inner product is conjugate-linear in the first argument. Completeness guarantees that every bounded operator has an adjoint, written `star`, so `star (a i)` is $a_i^\dagger$.

```lean
import Mathlib

open Matrix ComplexConjugate

namespace PairStateOverlap

noncomputable section

variable {H : Type*} [NormedAddCommGroup H] [InnerProductSpace ℂ H] [CompleteSpace H]
```

## Four conditions on the modes and the vacuum

`FockVacuum a Ω` collects the physical hypotheses: annihilators anticommute (`anti`), each mode obeys the fermionic relation with its own creator and anticommutes with the other creators (`car`), no mode is occupied in $\Omega$ (`vac`), and $\Omega$ is normalised (`unit`).

```lean
/-- Four fermionic modes with annihilators `a i` and creators `star (a i)` obey the canonical
anticommutation relations, and `Ω` is a unit vector annihilated by every `a i`. -/
structure FockVacuum (a : Fin 4 → H →L[ℂ] H) (Ω : H) : Prop where
  anti : ∀ i j, a i * a j + a j * a i = 0
  car : ∀ i j, a i * star (a j) + star (a j) * a i = if i = j then 1 else 0
  vac : ∀ i, a i Ω = 0
  unit : ‖Ω‖ = 1
```

The amplitudes form a 4×4 matrix, of which only the entries with $i<j$ are read; `Finset.Ioi i` is the set of $j>i$. Thus `pf` is defined for every matrix, whereas the textbook Pfaffian belongs to an antisymmetric one. The lemma `sum_pairs` writes out the six pairs.

```lean
/-- The pair creation operator `Z = Σ_(i<j) z_ij a_i† a_j†`. -/
def pairCreator (a : Fin 4 → H →L[ℂ] H) (z : Matrix (Fin 4) (Fin 4) ℂ) : H →L[ℂ] H :=
  ∑ i, ∑ j ∈ Finset.Ioi i, z i j • (star (a i) * star (a j))

/-- The pair state `ψ_z = (1 + Z + Z²/2) Ω`. -/
def pairState (a : Fin 4 → H →L[ℂ] H) (Ω : H) (z : Matrix (Fin 4) (Fin 4) ℂ) : H :=
  (1 + pairCreator a z + (1 / 2 : ℂ) • pairCreator a z ^ 2 : H →L[ℂ] H) Ω

/-- The Pfaffian of the pair amplitudes, with modes numbered from 0 to 3. -/
def pf (z : Matrix (Fin 4) (Fin 4) ℂ) : ℂ :=
  z 0 1 * z 2 3 - z 0 2 * z 1 3 + z 0 3 * z 1 2

/-- A sum over the pairs `i < j` of four modes has six terms. -/
theorem sum_pairs {M : Type*} [AddCommMonoid M] (f : Fin 4 → Fin 4 → M) :
    ∑ i, ∑ j ∈ Finset.Ioi i, f i j = f 0 1 + f 0 2 + f 0 3 + f 1 2 + f 1 3 + f 2 3 := by
  have h0 : Finset.Ioi (0 : Fin 4) = {1, 2, 3} := by decide
  have h1 : Finset.Ioi (1 : Fin 4) = {2, 3} := by decide
  have h2 : Finset.Ioi (2 : Fin 4) = {3} := by decide
  have h3 : Finset.Ioi (3 : Fin 4) = ∅ := by decide
  rw [Fin.sum_univ_four, h0, h1, h2, h3]
  simp [add_assoc]
```

## The relation between annihilators and creators

`car` states $a_ia_j^\dagger+a_j^\dagger a_i=\delta_{ij}$. Applied to a vector $x$, it gives

$$a_ia_j^\dagger x=\delta_{ij}x-a_j^\dagger a_ix ,$$

the single step behind every Wick contraction below. The proof applies the operator identity to `x` and rearranges.

If all $a_i=0$ on $\mathbb C$, everything else holds, including `car` for $i\ne j$, yet every overlap equals 1. The equal-index relations therefore cannot all be given up.

```lean
/-- Moving an annihilator to the right past a creator costs a sign and leaves a contraction. -/
theorem annihilate_create {a : Fin 4 → H →L[ℂ] H} {Ω : H} (h : FockVacuum a Ω)
    (i j : Fin 4) (x : H) :
    a i (star (a j) x) = (if i = j then (1 : ℂ) else 0) • x - star (a j) (a i x) := by
  have e : a i (star (a j) x) + star (a j) (a i x)
      = (if i = j then (1 : H →L[ℂ] H) else 0) x :=
    congrArg (fun T : H →L[ℂ] H => T x) (h.car i j)
  rw [eq_sub_iff_add_eq, e]
  split_ifs <;> simp
```

## An empty and normalised reference state

Apply the step twice, using $a_i\Omega=0$:

$$a_ia_k^\dagger a_l^\dagger\Omega=\delta_{ik}a_l^\dagger\Omega-\delta_{il}a_k^\dagger\Omega .$$

Acting with $a_j$ and taking the inner product with $\Omega$, where $\langle\Omega,\Omega\rangle=1$, gives

$$\langle a_i^\dagger a_j^\dagger\Omega,a_k^\dagger a_l^\dagger\Omega\rangle=\delta_{ik}\delta_{jl}-\delta_{il}\delta_{jk}.$$

In `pair_overlap`, `adj` moves creators across the inner product, and `simp only` repeats the contraction until `vac` and `hΩ` finish it.

One occupied mode is enough to spoil the result. If $\Omega$ has only mode 3 filled and $z_{23}=w_{23}=1$ are the only non-zero amplitudes, then $Z\Omega=0$ and the overlap is 1, while the formula gives 2. If only the normalisation is relaxed, the right-hand side acquires a factor $\|\Omega\|^2$.

```lean
/-- The overlap of two two-particle states is the direct contraction minus the exchange one. -/
theorem pair_overlap {a : Fin 4 → H →L[ℂ] H} {Ω : H} (h : FockVacuum a Ω) (i j k l : Fin 4) :
    inner ℂ (star (a i) (star (a j) Ω)) (star (a k) (star (a l) Ω))
      = (if i = k then (1 : ℂ) else 0) * (if j = l then 1 else 0)
        - (if i = l then 1 else 0) * (if j = k then 1 else 0) := by
  have adj : ∀ i x y, inner ℂ (star (a i) x) y = inner ℂ x (a i y) :=
    fun i x y => ContinuousLinearMap.adjoint_inner_left (a i) y x
  have hΩ : inner ℂ Ω Ω = (1 : ℂ) := by
    rw [inner_self_eq_norm_sq_to_K, h.unit]; simp
  simp only [adj, annihilate_create h, h.vac, map_sub, map_smul, map_zero, sub_zero,
    inner_sub_right, inner_smul_right, hΩ, mul_one]
```

## Anticommuting creators and the Pfaffian

The adjoint of `anti` is $a_i^\dagger a_j^\dagger=-a_j^\dagger a_i^\dagger$, so $(a_i^\dagger)^2=0$: the Pauli principle. In $Z^2\Omega$ only products of two disjoint pairs survive. Each of the three pairings occurs twice, which cancels the factor $\tfrac12$. Write $F=a_0^\dagger a_1^\dagger a_2^\dagger a_3^\dagger\Omega$. Sorting gives

$$a_0^\dagger a_2^\dagger a_1^\dagger a_3^\dagger\Omega=-F,\qquad a_0^\dagger a_3^\dagger a_1^\dagger a_2^\dagger\Omega=F,$$

and hence

$$\psi_z=\Omega+\sum_{i<j}z_{ij}a_i^\dagger a_j^\dagger\Omega+(\mathrm{Pf}\,z)\,F .$$

The proof derives the exchange rule `sw` and the Pauli rule `sq`, sorts all products with them, and lets `module` collect coefficients.

The hypothesis `anti` is a convenience for the overlap. The other three already fix all inner products of creator strings acting on $\Omega$, by repeated contraction, so the value would be the same without it.

```lean
/-- The pair state consists of the vacuum, the two-particle states weighted by `z_ij`, and the
filled four-particle state weighted by the Pfaffian. -/
theorem pairState_expansion {a : Fin 4 → H →L[ℂ] H} {Ω : H} (h : FockVacuum a Ω)
    (z : Matrix (Fin 4) (Fin 4) ℂ) :
    pairState a Ω z = Ω + ∑ i, ∑ j ∈ Finset.Ioi i, z i j • star (a i) (star (a j) Ω)
      + pf z • star (a 0) (star (a 1) (star (a 2) (star (a 3) Ω))) := by
  have hZ : ∀ x, pairCreator a z x = z 0 1 • star (a 0) (star (a 1) x)
      + z 0 2 • star (a 0) (star (a 2) x) + z 0 3 • star (a 0) (star (a 3) x)
      + z 1 2 • star (a 1) (star (a 2) x) + z 1 3 • star (a 1) (star (a 3) x)
      + z 2 3 • star (a 2) (star (a 3) x) := by
    intro x
    rw [pairCreator, sum_pairs]
    rfl
  have hψ : pairState a Ω z
      = Ω + pairCreator a z Ω + (1 / 2 : ℂ) • pairCreator a z (pairCreator a z Ω) := by
    rw [pairState, pow_two]
    rfl
  -- creators anticommute, so every product can be sorted by mode number
  have sw : ∀ i j x, star (a i) (star (a j) x) = -star (a j) (star (a i) x) := by
    intro i j x
    have e := congrArg star (h.anti j i)
    rw [star_add, star_mul, star_mul, star_zero] at e
    exact eq_neg_of_add_eq_zero_left (congrArg (fun T : H →L[ℂ] H => T x) e)
  have sq : ∀ i x, star (a i) (star (a i) x) = 0 := fun i x => by
    have e := sw i i x
    have e2 : (2 : ℂ) • star (a i) (star (a i) x) = 0 := by
      rw [two_smul]
      exact eq_neg_iff_add_eq_zero.mp e
    exact (smul_eq_zero.mp e2).resolve_left two_ne_zero
  rw [hψ, sum_pairs]
  simp only [hZ, map_add, map_smul, sq, sw 1 0, sw 2 0, sw 3 0, sw 2 1, sw 3 1, sw 3 2,
    map_neg, map_zero, smul_neg, smul_zero, neg_neg, neg_zero]
  unfold pf
  module
```

The three parts of $\psi_z$ are mutually orthogonal. First, $\langle a_i^\dagger x,\Omega\rangle=\langle x,a_i\Omega\rangle=0$, so $\Omega$ is orthogonal to anything that begins with a creator. Second, two annihilators acting on $F$ leave only terms with two creators on $\Omega$, so two-particle states are orthogonal to $F$. Finally, $a_0,a_1,a_2,a_3$ in turn remove the creators of $F$ and return $\Omega$, so $\langle F,F\rangle=1$.

For ordered pairs the exchange term $\delta_{il}\delta_{jk}$ vanishes, since it would require $i<j=k<l=i$. What remains is the stated overlap. In the proof, `r0` and `l0` give orthogonality to the vacuum, `hP` orthogonality to $F$, and `hF` its norm.

```lean
/-- The overlap of two pair states in four modes is
`1 + Σ_(i<j) conj(z_ij) w_ij + conj(Pf z) Pf w`. -/
theorem pairState_overlap {a : Fin 4 → H →L[ℂ] H} {Ω : H} (h : FockVacuum a Ω)
    (z w : Matrix (Fin 4) (Fin 4) ℂ) :
    inner ℂ (pairState a Ω z) (pairState a Ω w)
      = 1 + ∑ i, ∑ j ∈ Finset.Ioi i, conj (z i j) * w i j + conj (pf z) * pf w := by
  have adj : ∀ i x y, inner ℂ (star (a i) x) y = inner ℂ x (a i y) :=
    fun i x y => ContinuousLinearMap.adjoint_inner_left (a i) y x
  have hΩ : inner ℂ Ω Ω = (1 : ℂ) := by
    rw [inner_self_eq_norm_sq_to_K, h.unit]; simp
  have r0 : ∀ i x, inner ℂ (star (a i) x) Ω = (0 : ℂ) := fun i x => by
    rw [adj, h.vac, inner_zero_right]
  have l0 : ∀ i x, inner ℂ Ω (star (a i) x) = (0 : ℂ) := fun i x =>
    inner_eq_zero_symm.mp (r0 i x)
  rw [pairState_expansion h z, pairState_expansion h w]
  -- the filled state is normalised and orthogonal to all two-particle states
  have hF : inner ℂ (star (a 0) (star (a 1) (star (a 2) (star (a 3) Ω))))
      (star (a 0) (star (a 1) (star (a 2) (star (a 3) Ω)))) = (1 : ℂ) := by
    simp only [adj, annihilate_create h, h.vac, hΩ, Fin.reduceEq, if_true, if_false, one_smul,
      zero_smul, map_zero, sub_zero]
  have hP : ∀ i j, inner ℂ (star (a i) (star (a j) Ω))
      (star (a 0) (star (a 1) (star (a 2) (star (a 3) Ω)))) = (0 : ℂ) := by
    intro i j
    simp only [adj, annihilate_create h, h.vac, map_sub, map_smul, map_zero, sub_zero,
      inner_sub_right, inner_smul_right, l0, mul_zero]
  have hP' := fun i j => inner_eq_zero_symm.mp (hP i j)
  simp only [sum_pairs, inner_add_left, inner_add_right, inner_smul_left, inner_smul_right,
    hΩ, r0, l0, hF, hP, hP', pair_overlap h, Fin.reduceEq, if_true, if_false]
  ring
```

Setting $w=z$ gives $\|\psi_z\|^2=1+\sum_{i<j}|z_{ij}|^2+|\mathrm{Pf}\,z|^2$. The states are unnormalised; the normalised overlap is $\langle\psi_z,\psi_w\rangle/(\|\psi_z\|\,\|\psi_w\|)$.

```lean
/-- The squared norm of a pair state is `1 + Σ_(i<j) |z_ij|² + |Pf z|²`. -/
theorem pairState_norm_sq {a : Fin 4 → H →L[ℂ] H} {Ω : H} (h : FockVacuum a Ω)
    (z : Matrix (Fin 4) (Fin 4) ℂ) :
    ‖pairState a Ω z‖ ^ 2 = 1 + ∑ i, ∑ j ∈ Finset.Ioi i, ‖z i j‖ ^ 2 + ‖pf z‖ ^ 2 := by
  have e : inner ℂ (pairState a Ω z) (pairState a Ω z)
      = ((1 + ∑ i, ∑ j ∈ Finset.Ioi i, ‖z i j‖ ^ 2 + ‖pf z‖ ^ 2 : ℝ) : ℂ) := by
    rw [pairState_overlap h]
    push_cast
    simp only [Complex.conj_mul']
  rw [← inner_self_eq_norm_sq (𝕜 := ℂ), e]
  exact Complex.ofReal_re _
```

## Antisymmetric amplitudes and the determinant

The theorem `onishi_formula` is the four-mode instance of the Onishi determinant relation. It needs $z^T=-z$ and $w^T=-w$, the usual convention for pair amplitudes, because the determinant reads all matrix entries.

Let $p=\mathrm{Pf}\,w$ and let $\tilde w$ be the antisymmetric matrix with

$$\tilde w_{01}=w_{23},\quad \tilde w_{02}=-w_{13},\quad \tilde w_{03}=w_{12},\quad \tilde w_{12}=w_{03},\quad \tilde w_{13}=-w_{02},\quad \tilde w_{23}=w_{01}.$$

Then $w\tilde w=-p\,1$ and $\mathrm{Pf}\,\tilde w=p$. Since $z^\dagger=-\bar z$ and the determinant of an antisymmetric matrix is its squared Pfaffian,

$$p^2\det(1+z^\dagger w)=\det(\tilde w+p\bar z)=\mathrm{Pf}(\tilde w+p\bar z)^2 .$$

Expanding the last Pfaffian gives

$$\mathrm{Pf}(\tilde w+p\bar z)=p+p\sum_{i<j}\bar z_{ij}w_{ij}+p^2\,\overline{\mathrm{Pf}\,z}=p\,\langle\psi_z,\psi_w\rangle .$$

Dividing by $p^2$ proves the formula for $p\ne0$, and continuity extends it to $p=0$. The Lean proof takes a more direct route: it expands the determinant along its first row, uses antisymmetry to reduce both sides to six amplitudes per state, and compares polynomials with `ring`.

Relaxing the condition on one matrix already breaks the formula. Take $z$ antisymmetric with $z_{01}=1$ and no other independent entry, and let $w$ have the single non-zero entry $w_{01}=1$. The squared overlap is 4, but the determinant is 2. Exchanging the two matrices gives the same failure for $z$.

```lean
set_option maxHeartbeats 400000 in
/-- Onishi formula in four modes: for antisymmetric `z` and `w`, the square of the overlap of
the pair states is `det (1 + z† w)`. -/
theorem onishi_formula {a : Fin 4 → H →L[ℂ] H} {Ω : H} (h : FockVacuum a Ω)
    (z w : Matrix (Fin 4) (Fin 4) ℂ) (hz : zᵀ = -z) (hw : wᵀ = -w) :
    inner ℂ (pairState a Ω z) (pairState a Ω w) ^ 2 = (1 + zᴴ * w).det := by
  have anti : ∀ m : Matrix (Fin 4) (Fin 4) ℂ, mᵀ = -m → ∀ i j, m j i = -m i j :=
    fun m hm i j => congrFun (congrFun hm i) j
  have diag : ∀ m : Matrix (Fin 4) (Fin 4) ℂ, mᵀ = -m → ∀ i, m i i = 0 :=
    fun m hm i => by linear_combination (anti m hm i i) / 2
  have ez := anti z hz
  have ew := anti w hw
  rw [pairState_overlap h, sum_pairs, Matrix.det_succ_row_zero]
  -- express both sides through the six independent amplitudes of each state
  simp [Fin.sum_univ_four, Matrix.det_fin_three, Fin.succAbove, Matrix.mul_apply,
    Matrix.one_apply, pf, diag z hz, diag w hw, ez 0 1, ez 0 2, ez 0 3, ez 1 2, ez 1 3,
    ez 2 3, ew 0 1, ew 0 2, ew 0 3, ew 1 2, ew 1 3, ew 2 3]
  ring
```

For a numerical instance, take antisymmetric matrices with $z_{01}=z_{23}=1$, $w_{01}=1$, $w_{23}=-3$ and all other independent entries zero. Then $\mathrm{Pf}\,z=1$, $\mathrm{Pf}\,w=-3$ and

$$\langle\psi_z,\psi_w\rangle=1+(1-3)-3=-4 .$$

Here $1+z^\dagger w=\mathrm{diag}(2,2,-2,-2)$ has determinant 16, whose positive root has the wrong sign. The squared norms are 4 and 20, so the normalised overlap is $-1/\sqrt5$. Correspondingly $\|\psi_z+\psi_w\|^2=4+20-8=16$, where the wrong sign would give 32.

## Sixteen occupation states that satisfy every condition

Explicit matrices show that the conditions in `FockVacuum` can all hold together. `MatrixCAR` states the relations for matrices, with the basis state `o` as vacuum.

```lean
/-- Matrices `b i` obey the canonical anticommutation relations and annihilate the basis
state `o`. -/
def MatrixCAR {k : ℕ} {n : Type} [Fintype n] [DecidableEq n]
    (b : Fin k → Matrix n n ℂ) (o : n) : Prop :=
  (∀ i j, b i * b j + b j * b i = 0) ∧
  (∀ i j, b i * (b j)ᴴ + (b j)ᴴ * b i = if i = j then 1 else 0) ∧ ∀ i s, b i s o = 0
```

A Jordan–Wigner step doubles the basis, for an empty and an occupied new mode. In block form the new annihilator and the old ones become

$$\begin{pmatrix}0&1\\0&0\end{pmatrix},\qquad \begin{pmatrix}b_i&0\\0&-b_i\end{pmatrix}.$$

The minus sign makes the new mode anticommute with the old ones. `jwStep_car` checks this by block multiplication, treating new and old modes separately.

```lean
/-- The Jordan–Wigner step: a new first mode is added, and the old annihilators change sign
when it is occupied. -/
def jwStep {k : ℕ} {n : Type} [DecidableEq n] (b : Fin k → Matrix n n ℂ) :
    Fin (k + 1) → Matrix (n ⊕ n) (n ⊕ n) ℂ :=
  Fin.cons (fromBlocks 0 1 0 0) (fun i => fromBlocks (b i) 0 0 (-b i))

/-- The Jordan–Wigner step preserves the anticommutation relations and the vacuum. -/
theorem jwStep_car {k : ℕ} {n : Type} [Fintype n] [DecidableEq n]
    {b : Fin k → Matrix n n ℂ} {o : n} (h : MatrixCAR b o) :
    MatrixCAR (jwStep b) (Sum.inl o) := by
  refine ⟨fun i j => ?_, fun i j => ?_, fun i s => ?_⟩
  · refine Fin.cases ?_ (fun i => ?_) i <;> refine Fin.cases ?_ (fun j => ?_) j <;>
      simp [jwStep, fromBlocks_multiply, fromBlocks_add, h.1]
  · refine Fin.cases ?_ (fun i => ?_) i <;> refine Fin.cases ?_ (fun j => ?_) j
    · simp [jwStep, fromBlocks_multiply, fromBlocks_conjTranspose, fromBlocks_add]
    · simp [jwStep, fromBlocks_multiply, fromBlocks_conjTranspose, fromBlocks_add,
        (Fin.succ_ne_zero j).symm]
    · simp [jwStep, fromBlocks_multiply, fromBlocks_conjTranspose, fromBlocks_add]
    · have e := h.2.1 i j
      simp only [jwStep, Fin.cons_succ, fromBlocks_multiply, fromBlocks_conjTranspose,
        fromBlocks_add, conjTranspose_neg, conjTranspose_zero, neg_mul_neg, mul_zero,
        zero_mul, add_zero, zero_add, e, Fin.succ_inj]
      split_ifs <;> simp
  · refine Fin.cases ?_ (fun i => ?_) i <;> rcases s with s | s <;> simp [jwStep, h.2.2]
```

Four steps from a single state with no modes give $2^4=16$ occupation states.

```lean
/-- Two copies of a set of basis states, for an empty and an occupied new mode. -/
abbrev Dbl (n : Type) : Type := n ⊕ n

/-- The four Jordan–Wigner annihilators as matrices on sixteen occupation states. -/
def jordanWigner : Fin 4 → Matrix (Dbl (Dbl (Dbl (Dbl Unit)))) (Dbl (Dbl (Dbl (Dbl Unit)))) ℂ :=
  jwStep (jwStep (jwStep (jwStep (fun _ : Fin 0 => (0 : Matrix Unit Unit ℂ)))))
```

`Matrix.toEuclideanCLM` turns the matrices into operators and respects sums, products and adjoints, so the relations carry over. The vacuum is the basis vector with all four modes empty.

```lean
/-- The Jordan–Wigner matrices and the empty occupation state are four fermionic modes with
their vacuum. -/
theorem fockVacuum_witness :
    FockVacuum (fun i => Matrix.toEuclideanCLM (n := Dbl (Dbl (Dbl (Dbl Unit)))) (𝕜 := ℂ)
        (jordanWigner i))
      (EuclideanSpace.single (Sum.inl (Sum.inl (Sum.inl (Sum.inl ())))) (1 : ℂ)) := by
  have base : MatrixCAR (fun _ : Fin 0 => (0 : Matrix Unit Unit ℂ)) () :=
    ⟨fun i => i.elim0, fun i => i.elim0, fun i => i.elim0⟩
  have J : MatrixCAR jordanWigner (Sum.inl (Sum.inl (Sum.inl (Sum.inl ())))) :=
    jwStep_car (jwStep_car (jwStep_car (jwStep_car base)))
  refine ⟨fun i j => ?_, fun i j => ?_, fun i => ?_, ?_⟩
  · rw [← map_mul, ← map_mul, ← map_add, J.1 i j, map_zero]
  · rw [← map_star, ← map_mul, ← map_mul, ← map_add, star_eq_conjTranspose, J.2.1 i j]
    split_ifs
    · refine ContinuousLinearMap.ext fun x => ?_
      ext s
      simp [Matrix.ofLp_toEuclideanCLM]
    · exact map_zero _
  · ext s
    rw [Matrix.ofLp_toEuclideanCLM]
    simp [J.2.2 i s]
  · simp

end

end PairStateOverlap
```

```lean
#print axioms PairStateOverlap.pairState_overlap
-- 'PairStateOverlap.pairState_overlap' depends on axioms: [propext, Classical.choice, Quot.sound]
#print axioms PairStateOverlap.pairState_norm_sq
-- 'PairStateOverlap.pairState_norm_sq' depends on axioms: [propext, Classical.choice, Quot.sound]
#print axioms PairStateOverlap.onishi_formula
-- 'PairStateOverlap.onishi_formula' depends on axioms: [propext, Classical.choice, Quot.sound]
```
